# In a nonzero uniform static field, the energy is unbounded below for every continuous potential on the line that is bounded above

**A.** Let $V$ be a continuous potential on the real line with $V(x)\le B$ for all $x$, and let $F\neq 0$ be the strength of a uniform static field. Over continuously differentiable, compactly supported, normalised $u$, the energy

$$\mathcal E_{V,F}[u]=\int\Big(\tfrac12 u'(x)^2+(V(x)+Fx)\,u(x)^2\Big)dx$$

takes values below every real number. So no such $u$ minimises it.

**Q.** Before I believe that a formal proof says this about an electron, show me what it calls a wave function.

**A.** A function `u : ℝ → ℝ` with three properties: it is $C^1$, it vanishes outside a bounded set, and $\int u^2=1$.

In Lean 4 with Mathlib:

```lean
import Mathlib

open MeasureTheory

namespace StaticFieldCollapse

noncomputable section

/-- A trial wave function on the line: continuously differentiable, compactly supported and
of unit L2 norm. -/
structure IsTrial (u : ℝ → ℝ) : Prop where
  smooth : ContDiff ℝ 1 u
  compact : HasCompactSupport u
  normalized : ∫ x, u x ^ 2 = 1
```

**Q.** Real-valued and compactly supported is a small class. Couldn't a ground state sit outside it?

**A.** A small class makes the claim stronger. If the energy already has no lower bound there, it has none on any larger class of normalised functions, complex or with tails, on which the energy extends this one.

**Q.** And the Hamiltonian?

**A.** It enters through its energy integral, in atomic units. The kinetic term is $\tfrac12u'^2$, and $+Fx$ is the potential energy of an electron, of charge $-1$, in a field $F$ along $+x$. The theorems hold for either sign of $F$.

```lean
/-- The energy of `u` in the potential `V` and a uniform static field of strength `F`,
in atomic units. -/
def energy (V : ℝ → ℝ) (F : ℝ) (u : ℝ → ℝ) : ℝ :=
  ∫ x, (deriv u x ^ 2 / 2 + (V x + F * x) * u x ^ 2)
```

**Q.** What drives the collapse?

**A.** Moving a packet downhill. Write $u_a(x)=u(x-a)$ for the packet moved by $a$; in the code this is `shift a u`.

```lean
/-- The wave packet `u` moved by the distance `a`. -/
def shift (a : ℝ) (u : ℝ → ℝ) : ℝ → ℝ := fun x => u (x - a)
```

Substitute $x=y+a$ in the energy integral and use $\int u^2=1$:

$$\mathcal E_{V,F}[u_a]=\int\Big(\tfrac12u'(y)^2+(V(y+a)+Fy)\,u(y)^2\Big)dy+Fa .$$

Since $V(y+a)\le B$, the integral on the right is at most

$$C=\int\Big(\tfrac12u'(y)^2+(B+Fy)\,u(y)^2\Big)dy,$$

which does not depend on $a$. Hence $\mathcal E_{V,F}[u_a]\le C+Fa$, and the right side goes to $-\infty$ as $a$ runs down the slope.

**Q.** You split an integral and compared two others. Are they all finite?

**A.** Yes, and this has to be proved, because Mathlib gives a non-integrable function the integral zero. Each term is continuous and vanishes outside a bounded set, so it is integrable. The first lemma does this for $Wu^2$ with any continuous weight $W$, and the second adds the kinetic term, using that $u'$ is continuous and has compact support too.

```lean
/-- For a continuous weight `W`, the density `W u²` of a trial function is integrable. -/
theorem integrable_potential {W u : ℝ → ℝ} (hW : Continuous W) (hu : IsTrial u) :
    Integrable (fun x => W x * u x ^ 2) := by
  refine (hW.mul (hu.smooth.continuous.pow 2)).integrable_of_hasCompactSupport ?_
  refine hu.compact.mono fun x hx => ?_
  rw [Function.mem_support] at hx ⊢
  intro h0
  exact hx (by simp [h0])

/-- For a continuous potential `W`, the energy density of a trial function is integrable. -/
theorem integrable_density {W u : ℝ → ℝ} (hW : Continuous W) (hu : IsTrial u) :
    Integrable (fun x => deriv u x ^ 2 / 2 + W x * u x ^ 2) := by
  have hk : Integrable (fun x => deriv u x ^ 2 / 2) := by
    have hc : Continuous (deriv u) := (contDiff_one_iff_deriv.1 hu.smooth).2
    refine ((hc.pow 2).div_const 2).integrable_of_hasCompactSupport ?_
    refine hu.compact.deriv.mono fun x hx => ?_
    rw [Function.mem_support] at hx ⊢
    intro h0
    exact hx (by simp [h0])
  exact hk.add (integrable_potential hW hu)
```

**Q.** If there were no trial functions at all, "no minimiser" would be true and worthless.

**A.** There are some. Take a smooth bump $f$ that equals 1 on $[-1,1]$ and vanishes outside $[-2,2]$. Then $c=\int f^2$ is positive, because $f^2$ is continuous, non-negative and equal to 1 at the origin. The function $f/\sqrt c$ has unit norm.

```lean
/-- Trial wave functions exist. -/
theorem exists_trial : ∃ u, IsTrial u := by
  -- normalise a smooth bump
  let f : ContDiffBump (0 : ℝ) := ⟨1, 2, one_pos, one_lt_two⟩
  have hf : ContDiff ℝ 1 (f : ℝ → ℝ) := by exact_mod_cast (f.contDiff (n := 1))
  have h1 : f 0 = 1 := f.one_of_mem_closedBall (Metric.mem_closedBall_self f.rIn_pos.le)
  obtain ⟨c, hc⟩ : ∃ c : ℝ, c = ∫ x, f x ^ 2 := ⟨_, rfl⟩
  have hpos : 0 < c := by
    rw [hc]
    refine Continuous.integral_pos_of_hasCompactSupport_nonneg_nonzero (x := 0)
      (hf.continuous.pow 2) ?_ (fun x => sq_nonneg (f x)) (by simp [h1])
    refine f.hasCompactSupport.mono fun x hx => ?_
    rw [Function.mem_support] at hx ⊢
    intro h0
    exact hx (by simp [h0])
  refine ⟨fun x => f x / √c, hf.div_const _, ?_, ?_⟩
  · refine f.hasCompactSupport.mono fun x hx => ?_
    rw [Function.mem_support] at hx ⊢
    intro h0
    exact hx (by simp [h0])
  · simp_rw [div_pow, Real.sq_sqrt hpos.le]
    rw [integral_div, ← hc, div_self hpos.ne']
```

Moving a trial function keeps it a trial function: smoothness and compact support survive a translation, and the integral of $u^2$ is unchanged by it.

```lean
/-- A moved trial function is again a trial function. -/
theorem IsTrial.shift {u : ℝ → ℝ} (hu : IsTrial u) (a : ℝ) :
    IsTrial (StaticFieldCollapse.shift a u) where
  smooth := hu.smooth.comp (contDiff_id.sub contDiff_const)
  compact := hu.compact.comp_homeomorph (Homeomorph.subRight a)
  normalized := (integral_sub_right_eq_self (fun x => u x ^ 2) a).trans hu.normalized
```

**Q.** Where is the substitution $x=y+a$?

**A.** In `energy_shift`. The step `hsplit` separates the term $Fa\int u^2=Fa$ from the rest. The translation invariance of the integral, `integral_sub_right_eq_self`, is the substitution. What remains is an identity between integrands: the derivative of $u(x-a)$ is $u'(x-a)$, and `ring` collects the terms.

```lean
/-- Moving a trial function by `a` in a continuous potential amounts to moving the potential
the other way and adding the field energy `F a`. -/
theorem energy_shift {V u : ℝ → ℝ} (hV : Continuous V) (hu : IsTrial u) (F a : ℝ) :
    energy V F (shift a u) = energy (fun x => V (x + a)) F u + F * a := by
  have h1 : Integrable (fun y => deriv u y ^ 2 / 2 + (V (y + a) + F * y) * u y ^ 2) :=
    integrable_density (W := fun y => V (y + a) + F * y) (by fun_prop) hu
  have h2 : Integrable (fun y => F * a * u y ^ 2) :=
    integrable_potential (W := fun _ => F * a) continuous_const hu
  have hsplit : ∫ y, ((deriv u y ^ 2 / 2 + (V (y + a) + F * y) * u y ^ 2)
      + F * a * u y ^ 2) = energy (fun x => V (x + a)) F u + F * a := by
    rw [integral_add h1 h2, integral_const_mul, hu.normalized, mul_one]
    rfl
  -- substitute x = y + a in the energy integral
  rw [← hsplit]
  refine Eq.trans ?_ (integral_sub_right_eq_self _ a)
  unfold energy
  refine integral_congr_ae (.of_forall fun x => ?_)
  have hd : deriv (shift a u) x = deriv u (x - a) := by
    unfold shift
    rw [deriv_comp_sub_const]
  simp only [hd, sub_add_cancel]
  simp only [shift]
  ring
```

The upper bound comes next. The constant $C$ appears as `energy (fun _ => B) F u`, the energy of the unmoved packet in the constant potential $B$. The inequality `key` compares the integrands at each point, and `integral_mono` integrates it.

```lean
/-- In a continuous potential bounded above by `B`, the energy of a trial function moved by `a`
is at most its energy in the constant potential `B` plus `F a`. -/
theorem energy_shift_le {V u : ℝ → ℝ} {B : ℝ} (hV : Continuous V) (hB : ∀ x, V x ≤ B)
    (hu : IsTrial u) (F a : ℝ) :
    energy V F (shift a u) ≤ energy (fun _ => B) F u + F * a := by
  rw [energy_shift hV hu]
  have h1 : Integrable (fun y => deriv u y ^ 2 / 2 + (V (y + a) + F * y) * u y ^ 2) :=
    integrable_density (W := fun y => V (y + a) + F * y) (by fun_prop) hu
  have h2 : Integrable (fun y => deriv u y ^ 2 / 2 + (B + F * y) * u y ^ 2) :=
    integrable_density (W := fun y => B + F * y) (by fun_prop) hu
  have key : ∀ y, deriv u y ^ 2 / 2 + (V (y + a) + F * y) * u y ^ 2
      ≤ deriv u y ^ 2 / 2 + (B + F * y) * u y ^ 2 := fun y => by
    nlinarith [mul_le_mul_of_nonneg_right (hB (y + a)) (sq_nonneg (u y))]
  have h : energy (fun x => V (x + a)) F u ≤ energy (fun _ => B) F u :=
    integral_mono h1 h2 key
  linarith
```

**Q.** I care about basis sets. A statement about an infimum says little about what happens when I add functions.

**A.** There is a version for that. Fix one packet $u$ and a spacing $d$ with $Fd<0$, so that $d$ points downhill. The basis consists of the copies of $u$ at $0,d,2d,\dots,Nd$. For every target energy $E$ there is an $N_0$ such that for all $N\ge N_0$ the span of this basis contains a normalised trial function with energy below $E$. The variational energy in the basis therefore falls below every $E$ and stays there as $N$ grows.

By hand, the last copy alone is enough. Its energy is at most $C+NFd$, and this is less than $E$ when

$$N>\frac{C-E}{-Fd}.$$

The proof takes a natural number $N_0$ above this ratio with `exists_nat_gt`, multiplies out the denominator, which is positive, and finishes with `linarith`.

```lean
/-- Take as basis the copies of one trial function at `0, d, 2d, …, Nd`, with `d` pointing down
the field slope, in a continuous potential bounded above. For every `E`, all sufficiently large
bases of this kind have a trial function of energy below `E` in their span. -/
theorem basis_energy_diverges {V u : ℝ → ℝ} {B F d : ℝ} (hV : Continuous V)
    (hB : ∀ x, V x ≤ B) (hu : IsTrial u) (hd : F * d < 0) (E : ℝ) :
    ∃ N₀ : ℕ, ∀ N ≥ N₀, ∃ v ∈ Submodule.span ℝ
      ((fun n : ℕ => shift ((n : ℝ) * d) u) '' Set.Iic N), IsTrial v ∧ energy V F v < E := by
  obtain ⟨N₀, hN₀⟩ := exists_nat_gt ((energy (fun _ => B) F u - E) / (-(F * d)))
  refine ⟨N₀, fun N hN => ⟨shift ((N : ℝ) * d) u,
    Submodule.subset_span ⟨N, Set.mem_Iic.2 le_rfl, rfl⟩, hu.shift _, ?_⟩⟩
  -- the most distant basis function alone already lies below E
  have hN' : (N₀ : ℝ) ≤ N := by exact_mod_cast hN
  have h1 := (div_lt_iff₀ (neg_pos.2 hd)).1 (hN₀.trans_le hN')
  have h2 := energy_shift_le hV hB hu F ((N : ℝ) * d)
  linarith [show F * ((N : ℝ) * d) = -((N : ℝ) * -(F * d)) by ring]
```

**Q.** So any basis that I extend outwards collapses?

**A.** The theorem speaks of equally spaced copies of one packet, laid out downhill. It does not cover copies added uphill only; for bounded $V$, the energies in their span stay bounded below.

**Q.** Then how do you get the result you opened with?

**A.** Choose $d=-F$. Then $Fd=-F^2<0$ because $F\neq0$, and the packet from the existence lemma supplies $u$.

```lean
/-- In a nonzero static field and a continuous potential bounded above, the energy of trial
functions is unbounded below. -/
theorem energy_unbounded_below {V : ℝ → ℝ} {B F : ℝ} (hV : Continuous V)
    (hB : ∀ x, V x ≤ B) (hF : F ≠ 0) (E : ℝ) : ∃ u, IsTrial u ∧ energy V F u < E := by
  obtain ⟨u, hu⟩ := exists_trial
  have hd : F * (-F) < 0 := by
    have := mul_self_pos.2 hF
    linarith [mul_neg F F]
  obtain ⟨N, hN⟩ := basis_energy_diverges hV hB hu hd E
  obtain ⟨v, -, hv⟩ := hN N le_rfl
  exact ⟨v, hv⟩
```

The missing minimiser follows at once. If $u$ were one, take $E=\mathcal E_{V,F}[u]$; some trial function lies strictly below it.

```lean
/-- In a nonzero static field and a continuous potential bounded above, no trial function
minimises the energy among all trial functions. -/
theorem no_ground_state {V : ℝ → ℝ} {B F : ℝ} (hV : Continuous V)
    (hB : ∀ x, V x ≤ B) (hF : F ≠ 0) :
    ¬ ∃ u, IsTrial u ∧ ∀ v, IsTrial v → energy V F u ≤ energy V F v := by
  rintro ⟨u, -, hmin⟩
  obtain ⟨v, hv, hlt⟩ := energy_unbounded_below hV hB hF (energy V F u)
  exact absurd (hmin v hv) (not_le_of_gt hlt)
```

**Q.** You assume an upper bound on $V$. I would have expected a lower one.

**A.** A deep well only helps the energy to fall. The upper bound says physically that no wall grows without limit and holds the electron back. Continuity alone would not be enough: for $V(x)=x^2$ we have $x^2+Fx\ge -F^2/4$, so the energy is at least $-F^2/4$.

**Q.** Here is my real objection. People compute energies of atoms in static fields and get stable numbers. Your theorem says they shouldn't.

**A.** It speaks only of a one-electron model on a line. There it says that such numbers are not approximations to a minimum over the whole line. A calculation confined to a finite region has a floor. Suppose that $V(x)+Fx\ge M$ wherever $u(x)\neq0$. Then

$$\tfrac12u'^2+(V+Fx)\,u^2\ \ge\ M u^2$$

at every point, and integrating gives $\mathcal E_{V,F}[u]\ge M$. The proof treats the points with $u(x)=0$ separately, since the assumption says nothing about the potential there.

```lean
/-- If a continuous potential plus field is at least `M` wherever the trial function `u` is
nonzero, then the energy of `u` is at least `M`. -/
theorem le_energy {V u : ℝ → ℝ} {F M : ℝ} (hV : Continuous V) (hu : IsTrial u)
    (hM : ∀ x, u x ≠ 0 → M ≤ V x + F * x) : M ≤ energy V F u := by
  have h1 : Integrable (fun x => M * u x ^ 2) :=
    integrable_potential (W := fun _ => M) continuous_const hu
  have h2 : Integrable (fun x => deriv u x ^ 2 / 2 + (V x + F * x) * u x ^ 2) :=
    integrable_density (W := fun x => V x + F * x) (by fun_prop) hu
  have key : ∀ x, M * u x ^ 2 ≤ deriv u x ^ 2 / 2 + (V x + F * x) * u x ^ 2 := fun x => by
    by_cases h0 : u x = 0
    · rw [h0]
      nlinarith [sq_nonneg (deriv u x)]
    · nlinarith [mul_le_mul_of_nonneg_right (hM x h0) (sq_nonneg (u x)),
        sq_nonneg (deriv u x)]
  have h := integral_mono h1 h2 key
  rw [integral_const_mul, hu.normalized, mul_one] at h
  exact h
```

Now let $|V|\le B$ and let $u$ vanish outside $|x|\le R$. On that box $V(x)+Fx\ge-B-|F||x|\ge-(B+|F|R)$, so this number can serve as $M$.

```lean
/-- In a continuous potential with `|V| ≤ B`, a trial function that vanishes outside the box
`|x| ≤ R` has energy at least `-(B + |F| R)`. -/
theorem box_energy_bound {V u : ℝ → ℝ} {B F R : ℝ} (hV : Continuous V)
    (hB : ∀ x, |V x| ≤ B) (hu : IsTrial u) (hR : ∀ x, u x ≠ 0 → |x| ≤ R) :
    -(B + |F| * R) ≤ energy V F u := by
  refine le_energy hV hu fun x hx => ?_
  have h1 := (abs_le.1 (hB x)).1
  have h2 := neg_abs_le (F * x)
  rw [abs_mul] at h2
  have h3 := mul_le_mul_of_nonneg_left (hR x hx) (abs_nonneg F)
  linarith
```

**Q.** So the box hides the collapse.

**A.** For fixed $R$, yes. The floor $-(B+|F|R)$ itself sinks as $R$ grows when $F\neq0$. For one electron in one dimension with a bounded local potential, this bears on finite-field calculations: an energy that has settled in a box of fixed size should not be read as the ground-state energy of the unconfined system.

**Q.** Is it certain that the field is to blame, and not something odd in your definitions?

**A.** For bounded $V$ the last theorem settles this: the energy is unbounded below exactly when $F\neq0$. If $F=0$, the lower bound above with $M=-B$ keeps every trial energy at or above $-B$, which contradicts unboundedness. If $F\neq0$, the earlier theorem applies, since $|V|\le B$ includes $V\le B$.

**Q.** And how far is this from a calculation on a real atom?

**A.** The function $V$ can stand for a smooth local model of a core on a line. The bare Coulomb singularity, the non-local projectors of pseudopotentials, three dimensions and interacting electrons are all absent from the model. The field is also idealised: it is perfectly uniform and extends to infinity, and this matters: for bounded $V$, a field confined to a finite region would leave the total potential bounded below, and there would be no collapse. Nor do the theorems describe the long-lived state that a weak field may leave near the core; they concern only the energies of trial functions.

```lean
/-- In a bounded continuous potential, the energy of trial functions is unbounded below exactly
when the static field is nonzero. -/
theorem unbounded_below_iff {V : ℝ → ℝ} {B F : ℝ} (hV : Continuous V)
    (hB : ∀ x, |V x| ≤ B) :
    (∀ E, ∃ u, IsTrial u ∧ energy V F u < E) ↔ F ≠ 0 := by
  constructor
  · rintro h rfl
    obtain ⟨u, hu, hlt⟩ := h (-B)
    have hge : -B ≤ energy V 0 u := le_energy hV hu fun x _ => by
      linarith [(abs_le.1 (hB x)).1, zero_mul x]
    exact absurd hge (not_le_of_gt hlt)
  · exact fun hF => energy_unbounded_below hV (fun x => (abs_le.1 (hB x)).2) hF

end

end StaticFieldCollapse
```

```lean
#print axioms StaticFieldCollapse.energy_unbounded_below
#print axioms StaticFieldCollapse.no_ground_state
#print axioms StaticFieldCollapse.box_energy_bound
#print axioms StaticFieldCollapse.unbounded_below_iff
```

```
'StaticFieldCollapse.energy_unbounded_below' depends on axioms: [propext, Classical.choice, Quot.sound]
'StaticFieldCollapse.no_ground_state' depends on axioms: [propext, Classical.choice, Quot.sound]
'StaticFieldCollapse.box_energy_bound' depends on axioms: [propext, Classical.choice, Quot.sound]
'StaticFieldCollapse.unbounded_below_iff' depends on axioms: [propext, Classical.choice, Quot.sound]
```
